# Over positive steps $s$, the speed $2s^2P(Z\le -s/2)$ has one maximizer, with acceptance between 0.20 and 0.25

Q: You take the Metropolis acceptance to be $A(s)=2P(Z\le -s/2)$, with $Z$ standard normal, by definition. Where is the random walk?

A: It enters only through that formula, which is assumed and not derived. Consider a walk in equilibrium on a target density with $n$ independent, identical, smooth coordinates, all moved at once by Gaussian displacements of width $\sigma$, and let $n$ grow while $\sigma$ shrinks in proportion to $1/\sqrt n$. The logarithm of the density ratio in the acceptance test then becomes normal with mean $-s^2/2$ and variance $s^2$, where $s$, which stays fixed, is $\sigma$ times the root-mean-square length of the full gradient of the log density. Averaging $\min(1,e^X)$ over this normal variable $X$ gives $A(s)$.

In Lean 4 with Mathlib:

```lean
import Mathlib

open MeasureTheory ProbabilityTheory Filter Set
open scoped Topology Real

namespace MetropolisScaling

noncomputable section

/-- The high-dimensional Metropolis acceptance `A(s) = 2 P(Z ≤ -s/2)` at scaled step `s`,
with `Z` standard normal. -/
def acceptance (s : ℝ) : ℝ := 2 * (gaussianReal 0 1).real (Iic (-s / 2))
```

In the code, `gaussianReal 0 1` is the normal law with mean 0 and variance 1, and `Iic (-s / 2)` is the half-line up to $-s/2$.

Q: And what does "speed" mean?

A: In that limit the accepted moves add up to a diffusion whose coefficient is proportional to $s^2A(s)$: squared step length times the fraction accepted. The cost of a move is taken not to depend on $s$.

```lean
/-- The diffusion speed `s² A(s)` of the sampler at scaled step `s`. -/
def diffusionSpeed (s : ℝ) : ℝ := s ^ 2 * acceptance s
```

Q: What do you have to differentiate?

A: Write $\varphi(x)=e^{-x^2/2}/\sqrt{2\pi}$. Moving the endpoint $-s/2$ gives $A'(s)=-\varphi(s/2)$, so
$$(s^2A)'=2sA-s^2\varphi(s/2)=s\,b(s),\qquad b(s)=2A(s)-s\varphi(s/2).$$
The sign of the balance $b$ decides whether a longer step helps.

```lean
/-- The standard normal density `φ(x)`. -/
def phi (x : ℝ) : ℝ := Real.exp (-x ^ 2 / 2) / √(2 * π)

/-- The balance `2 A(s) - s φ(s/2)` between gain from longer steps and loss from rejections. -/
def balance (s : ℝ) : ℝ := 2 * acceptance s - s * phi (s / 2)

/-- The normal density is positive. -/
lemma phi_pos (x : ℝ) : 0 < phi x := by unfold phi; positivity
```

The chain rule also gives $\frac{d}{ds}\varphi(s/2)=-\frac s4\varphi(s/2)$.

```lean
/-- The derivative of `φ(s/2)` in the step `s` is `-(s/4) φ(s/2)`. -/
lemma hasDerivAt_phi_half (s : ℝ) :
    HasDerivAt (fun x => phi (x / 2)) (-(s / 4) * phi (s / 2)) s := by
  have h1 : HasDerivAt (fun x : ℝ => -(x / 2) ^ 2 / 2) (-(s / 4)) s := by
    have e : (fun x : ℝ => -(x / 2) ^ 2 / 2) = fun x => -1 / 8 * (x * x) := by
      funext x; ring
    rw [e]
    exact (((hasDerivAt_id' s).fun_mul (hasDerivAt_id' s)).const_mul (-1 / 8)).congr_deriv
      (by ring)
  have h2 := h1.exp.div_const (√(2 * π))
  exact h2.congr_deriv (by simp only [phi]; ring)
```

Q: The acceptance is a measure, but $\varphi$ is a formula you typed in. What connects them?

A: The next theorem. It identifies `phi` with Mathlib's Gaussian density, writes the half-line probability as a constant plus $\int_0^x\varphi$, and applies the fundamental theorem of calculus.

```lean
/-- Lengthening the step lowers the acceptance at the rate `φ(s/2)`. -/
theorem hasDerivAt_acceptance (s : ℝ) : HasDerivAt acceptance (-phi (s / 2)) s := by
  have hpdf : gaussianPDFReal 0 1 = phi := by
    funext x
    simp only [gaussianPDFReal, phi, NNReal.coe_one, mul_one, sub_zero]
    ring
  have hint : Integrable phi := hpdf ▸ integrable_gaussianPDFReal 0 1
  have hcont : Continuous phi := by unfold phi; fun_prop
  -- the Gaussian probability of a half-line is an integral of the density
  have hF : ∀ x, (gaussianReal 0 1).real (Iic x)
      = (∫ t in Iic (0 : ℝ), phi t) + ∫ t in (0 : ℝ)..x, phi t := by
    intro x
    rw [← intervalIntegral.integral_Iic_sub_Iic hint.integrableOn hint.integrableOn,
      measureReal_def, gaussianReal_apply_eq_integral 0 one_ne_zero, hpdf,
      ENNReal.toReal_ofReal (integral_nonneg fun t => (phi_pos t).le)]
    ring
  have hD : HasDerivAt (fun x => (gaussianReal 0 1).real (Iic x)) (phi (-s / 2)) (-s / 2) := by
    rw [funext hF]
    exact (hcont.integral_hasStrictDerivAt 0 (-s / 2)).hasDerivAt.const_add _
  have hl : HasDerivAt (fun x : ℝ => -x / 2) (-1 / 2) s := (hasDerivAt_id' s).fun_neg.div_const 2
  have he : phi (-s / 2) = phi (s / 2) := by simp only [phi]; ring_nf
  have h2 := (hD.comp s hl).const_mul 2
  have h3 : HasDerivAt acceptance (2 * (phi (-s / 2) * (-1 / 2))) s := h2
  have h4 : 2 * (phi (-s / 2) * (-1 / 2)) = -phi (s / 2) := by linarith
  exact h4 ▸ h3
```

Q: Setting $b=0$ gives no closed form. How do you locate the zero?

A: With two tail bounds, for $s>0$. Each comes from a strictly decreasing function bounded below by something that tends to zero, which forces the function to be positive.

```lean
/-- A function with negative derivative on the positive axis is positive there if it is bounded
below by a function that tends to zero at infinity. -/
lemma pos_of_decay {f f' g : ℝ → ℝ} (hd : ∀ x, 0 < x → HasDerivAt f (f' x) x)
    (hn : ∀ x, 0 < x → f' x < 0) (hg : ∀ x, 0 < x → g x ≤ f x)
    (hl : Tendsto g atTop (𝓝 0)) {x : ℝ} (hx : 0 < x) : 0 < f x := by
  have ha : StrictAntiOn f (Ioi 0) := strictAntiOn_of_deriv_neg (convex_Ioi 0)
    (fun y hy => (hd y hy).continuousAt.continuousWithinAt) (fun y hy => by
      rw [interior_Ioi] at hy
      rw [(hd y hy).deriv]
      exact hn y hy)
  have hx1 : 0 < x + 1 := by linarith
  have h0 : 0 ≤ f (x + 1) := le_of_tendsto hl <| (eventually_ge_atTop (x + 1)).mono
    fun y hy => (hg y (hx1.trans_le hy)).trans (ha.antitoneOn hx1 (hx1.trans_le hy) hy)
  exact h0.trans_lt (ha hx hx1 (by linarith))
```

For the upper bound, take $f=4\varphi(s/2)/s-A$. Then
$$f'=-\varphi-\frac{4\varphi}{s^2}+\varphi=-\frac{4\varphi}{s^2}<0,$$
with $\varphi$ evaluated at $s/2$. Since $f\ge -A\to0$, we get $f>0$, that is, $sA<4\varphi(s/2)$.

```lean
/-- Upper Gaussian tail bound: `s A(s) < 4 φ(s/2)` for every positive step. -/
theorem acceptance_upper {s : ℝ} (hs : 0 < s) : s * acceptance s < 4 * phi (s / 2) := by
  have hlim : Tendsto acceptance atTop (𝓝 0) := by
    have g : Tendsto (fun s : ℝ => -s / 2) atTop atBot :=
      tendsto_neg_atTop_atBot.atBot_div_const (by norm_num)
    have h := ((tendsto_cdf_atBot (gaussianReal 0 1)).comp g).const_mul 2
    rw [mul_zero] at h
    refine h.congr fun s => ?_
    simp only [acceptance, Function.comp_apply, cdf_eq_real]
  have h := pos_of_decay (f := fun x => 4 * phi (x / 2) / x - acceptance x)
    (f' := fun x => -(4 * phi (x / 2) / x ^ 2)) (g := fun x => -acceptance x)
    (fun x hx => ((((hasDerivAt_phi_half x).const_mul 4).fun_div (hasDerivAt_id' x)
      hx.ne').fun_sub (hasDerivAt_acceptance x)).congr_deriv (by
        generalize phi (x / 2) = p
        field_simp
        ring))
    (fun x hx => by
      have := phi_pos (x / 2)
      exact neg_neg_of_pos (by positivity))
    (fun x hx => by
      have := phi_pos (x / 2)
      have hp : 0 < 4 * phi (x / 2) / x := by positivity
      show -acceptance x ≤ 4 * phi (x / 2) / x - acceptance x
      linarith)
    (by simpa using hlim.neg) hs
  have h' := (lt_div_iff₀ hs).1 (sub_pos.1 h)
  linarith
```

For the lower bound, take $f=A-4s\varphi(s/2)/(4+s^2)$. The quotient rule gives
$$f'=-\varphi\,\frac{(4+s^2)^2+(4-s^2)(4+s^2)-8s^2}{(4+s^2)^2}=-\frac{32\varphi}{(4+s^2)^2}<0.$$
Because $A\ge0$ and $\varphi\le1$, we have $f\ge-4/s\to0$. Hence $4s\varphi(s/2)<(4+s^2)A$. In both proofs `field_simp` and `ring` check the derivative.

```lean
/-- Lower Gaussian tail bound: `4 s φ(s/2) < (4 + s²) A(s)` for every positive step. -/
theorem acceptance_lower {s : ℝ} (hs : 0 < s) :
    4 * s * phi (s / 2) < (4 + s ^ 2) * acceptance s := by
  have hle : ∀ x, phi x ≤ 1 := fun x => by
    have h1 : Real.exp (-x ^ 2 / 2) ≤ 1 := Real.exp_le_one_iff.2 (by nlinarith [sq_nonneg x])
    have h2 : 1 ≤ √(2 * π) := Real.one_le_sqrt.2 (by linarith [Real.pi_gt_three])
    unfold phi
    rw [div_le_one (by positivity)]
    exact h1.trans h2
  have h := pos_of_decay (f := fun x => acceptance x - 4 * x * phi (x / 2) / (4 + x * x))
    (f' := fun x => -(32 * phi (x / 2) / (4 + x * x) ^ 2)) (g := fun x => -4 / x)
    (fun x hx => by
      have hne : 4 + x * x ≠ 0 := by positivity
      refine ((hasDerivAt_acceptance x).fun_sub
        ((((hasDerivAt_id' x).const_mul 4).fun_mul (hasDerivAt_phi_half x)).fun_div
        (((hasDerivAt_id' x).fun_mul (hasDerivAt_id' x)).const_add 4) hne)).congr_deriv ?_
      generalize phi (x / 2) = p
      field_simp
      ring)
    (fun x hx => by
      have := phi_pos (x / 2)
      exact neg_neg_of_pos (by positivity))
    (fun x hx => by
      have hA : 0 ≤ acceptance x := mul_nonneg zero_le_two measureReal_nonneg
      have hb : 4 * x * phi (x / 2) / (4 + x * x) ≤ 4 / x := by
        rw [div_le_div_iff₀ (by positivity) hx]
        nlinarith [mul_nonneg (mul_pos hx hx).le (sub_nonneg.2 (hle (x / 2)))]
      show -4 / x ≤ acceptance x - 4 * x * phi (x / 2) / (4 + x * x)
      rw [neg_div]
      linarith)
    (tendsto_const_nhds.div_atTop tendsto_id) hs
  have h' := (div_lt_iff₀ (by positivity)).1 (sub_pos.1 h)
  linarith
```

Q: Now the maximum. Could there be a second one far out?

A: No. At $s=2$ the lower bound reads $8\varphi(1)<8A(2)$, so $b(2)=2(A(2)-\varphi(1))>0$. For $s\ge2\sqrt2$ the upper bound gives
$$s\,b(s)=2sA-s^2\varphi(s/2)<(8-s^2)\varphi(s/2)\le0.$$
In between,
$$b'(s)=-2\varphi-\varphi+\frac{s^2}{4}\varphi=\Big(\frac{s^2}{4}-3\Big)\varphi(s/2),$$
which is negative for $0<s<2\sqrt2$. So $b$ has exactly one positive zero $t$, with $2<t<2\sqrt2$; it is positive before $t$ and negative after it. The speed therefore rises strictly on $[0,t]$ and falls strictly on $[t,\infty)$.

In the code, `hlow` and `hhigh` are the two signs, `hanti` is the monotonicity of $b$, and the intermediate value theorem supplies $t$.

```lean
/-- There is a step `t` between `2` and `2√2`, with zero balance, up to which the diffusion speed
strictly rises from step zero and beyond which it strictly falls. -/
theorem speed_unimodal : ∃ t ∈ Ioo 2 (2 * √2), balance t = 0 ∧
    StrictMonoOn diffusionSpeed (Icc 0 t) ∧ StrictAntiOn diffusionSpeed (Ici t) := by
  have r1 : 1 < √2 := (Real.lt_sqrt (by norm_num)).2 (by norm_num)
  have r2 : √2 ^ 2 = 2 := Real.sq_sqrt (by norm_num)
  have hv : ∀ s, HasDerivAt diffusionSpeed (s * balance s) s := fun s => by
    have e : diffusionSpeed = fun x => x * x * acceptance x := by
      funext x; simp only [diffusionSpeed]; ring
    rw [e]
    exact (((hasDerivAt_id' s).fun_mul (hasDerivAt_id' s)).fun_mul
      (hasDerivAt_acceptance s)).congr_deriv (by simp only [balance]; ring)
  have hk : ∀ x, HasDerivAt balance ((x ^ 2 / 4 - 3) * phi (x / 2)) x := fun x =>
    (((hasDerivAt_acceptance x).const_mul 2).fun_sub
      ((hasDerivAt_id' x).fun_mul (hasDerivAt_phi_half x))).congr_deriv (by ring)
  have hanti : StrictAntiOn balance (Icc 0 (2 * √2)) :=
    strictAntiOn_of_deriv_neg (convex_Icc _ _)
      (fun x _ => (hk x).continuousAt.continuousWithinAt) (fun x hx => by
        rw [interior_Icc] at hx
        rw [(hk x).deriv]
        exact mul_neg_of_neg_of_pos (by nlinarith [hx.1, hx.2]) (phi_pos _))
  -- the two tail bounds fix the sign of the balance at the ends of the bracket
  have hlow : 0 < balance 2 := by
    have h := acceptance_lower (s := 2) (by norm_num)
    unfold balance
    linarith
  have hhigh : ∀ s, 2 * √2 ≤ s → balance s < 0 := by
    intro s hs
    have hs0 : 0 < s := by linarith
    have h8 : 0 ≤ s ^ 2 - 8 := by nlinarith
    by_contra h
    have h1 := mul_nonneg hs0.le (not_lt.1 h)
    unfold balance at h1
    nlinarith [acceptance_upper hs0, mul_nonneg h8 (phi_pos (s / 2)).le]
  obtain ⟨t, ht, h0⟩ := intermediate_value_Ioo' (by linarith : 2 ≤ 2 * √2)
    (fun x _ => (hk x).continuousAt.continuousWithinAt) ⟨hhigh _ le_rfl, hlow⟩
  have t0 : 0 < t := by linarith [ht.1]
  refine ⟨t, ht, h0, ?_, ?_⟩
  · refine strictMonoOn_of_deriv_pos (convex_Icc _ _)
      (fun x _ => (hv x).continuousAt.continuousWithinAt) fun x hx => ?_
    rw [interior_Icc] at hx
    rw [(hv x).deriv]
    have h := hanti ⟨hx.1.le, (hx.2.trans ht.2).le⟩ ⟨t0.le, ht.2.le⟩ hx.2
    exact mul_pos hx.1 (h0 ▸ h)
  · refine strictAntiOn_of_deriv_neg (convex_Ici _)
      (fun x _ => (hv x).continuousAt.continuousWithinAt) fun x hx => ?_
    rw [interior_Ici] at hx
    have hx' : t < x := hx
    rw [(hv x).deriv]
    refine mul_neg_of_pos_of_neg (t0.trans hx') ?_
    rcases le_total (2 * √2) x with h | h
    · exact hhigh x h
    · have h2 := hanti ⟨t0.le, ht.2.le⟩ ⟨(t0.trans hx').le, h⟩ hx'
      linarith
```

Q: And the acceptance at $t$?

A: Zero balance means $A(t)=\frac t2\varphi(t/2)$. Put $w=t^2/4$, so $1<w<2$ and
$$A(t)^2=\frac{w e^{-w}}{2\pi}.$$
Since $we^{-w}$ decreases for $w>1$, this lies between $1/(\pi e^2)$ and $1/(2\pi e)$, which puts $A(t)$ between 0.20 and 0.25.

The code replaces that monotonicity by tangent lines. From $e^{w-1}\ge w$ it gets $e^w\ge2.7w$. From $e^{2-w}\ge3-w$ it gets $(3-w)e^w\le e^2\le7.5$, and $w(3-w)\ge2$ turns this into $2e^w\le7.5w$. With $3<\pi<3.15$, these give $8w<\pi e^w$ and $2\pi e^w<25w$, hence $1/25<A(t)^2<1/16$.

```lean
/-- If the balance vanishes at a step between `2` and `2√2`, the acceptance there lies between
`0.20` and `0.25`. -/
theorem acceptance_window {t : ℝ} (ht : t ∈ Ioo 2 (2 * √2)) (h0 : balance t = 0) :
    1 / 5 < acceptance t ∧ acceptance t < 1 / 4 := by
  have r2 : √2 ^ 2 = 2 := Real.sq_sqrt (by norm_num)
  obtain ⟨w, hw⟩ : ∃ w, w = (t / 2) ^ 2 := ⟨_, rfl⟩
  have w1 : 1 < w := by nlinarith [ht.1]
  have w2 : w < 2 := by nlinarith [ht.1, ht.2]
  have hA : acceptance t = t / 2 * phi (t / 2) := by unfold balance at h0; linarith
  have hApos : 0 < acceptance t := by
    rw [hA]; exact mul_pos (by linarith [ht.1]) (phi_pos _)
  have hphi : phi (t / 2) ^ 2 * (2 * π * Real.exp w) = 1 := by
    have h : Real.exp (-(t / 2) ^ 2 / 2) * Real.exp (-(t / 2) ^ 2 / 2) * Real.exp w = 1 := by
      rw [← Real.exp_add, ← Real.exp_add, hw, ← Real.exp_zero]
      congr 1
      ring
    have hp : 2 * π ≠ 0 := by positivity
    rw [phi, div_pow, Real.sq_sqrt (by positivity)]
    calc _ = Real.exp (-(t / 2) ^ 2 / 2) * Real.exp (-(t / 2) ^ 2 / 2) * Real.exp w
          * ((2 * π) / (2 * π)) := by ring
      _ = 1 := by rw [h, div_self hp, one_mul]
  have hsq : acceptance t ^ 2 * (2 * (π * Real.exp w)) = w := by
    rw [hA]
    linear_combination (t / 2) ^ 2 * hphi - hw
  -- tangent-line bounds on the exponential
  have hE := Real.exp_pos w
  have g1 := Real.exp_one_gt_d9
  have g2 := Real.exp_one_lt_d9
  have e1 : 2.7 * w ≤ Real.exp w := by
    have h : Real.exp w = Real.exp 1 * Real.exp (w - 1) := by
      rw [← Real.exp_add]; congr 1; ring
    rw [h]
    exact mul_le_mul (by linarith) (by linarith [Real.add_one_le_exp (w - 1)])
      (by linarith) (Real.exp_pos 1).le
  have e2 : 2 * Real.exp w ≤ w * 7.5 := by
    have h : Real.exp 1 * Real.exp 1 = Real.exp w * Real.exp (2 - w) := by
      rw [← Real.exp_add, ← Real.exp_add]; congr 1; ring
    have h3 : Real.exp w * (3 - w) ≤ Real.exp w * Real.exp (2 - w) :=
      mul_le_mul_of_nonneg_left (by linarith [Real.add_one_le_exp (2 - w)]) hE.le
    have h6 : Real.exp w * (3 - w) ≤ 7.5 := by nlinarith
    have h4 := mul_le_mul_of_nonneg_left h6 (by linarith : 0 ≤ w)
    have h5 := mul_pos hE (mul_pos (sub_pos.2 w1) (sub_pos.2 w2))
    linarith
  have q1 : 8 * w < π * Real.exp w := by
    linarith [mul_pos (sub_pos.2 Real.pi_gt_three) hE]
  have q2 : 2 * (π * Real.exp w) < 25 * w := by
    linarith [mul_pos (sub_pos.2 Real.pi_lt_d2) hE]
  have hP : 0 < 2 * (π * Real.exp w) := by positivity
  have s1 : 1 / 25 < acceptance t ^ 2 :=
    lt_of_mul_lt_mul_right (by rw [hsq]; linarith) hP.le
  have s2 : acceptance t ^ 2 < 1 / 16 :=
    lt_of_mul_lt_mul_right (by rw [hsq]; linarith) hP.le
  constructor <;> nlinarith
```

Q: Read me the main statement in words.

A: There is a step $t$ strictly between $2$ and $2\sqrt2$, with acceptance strictly between $1/5$ and $1/4$, such that every other positive step has strictly smaller speed. That last clause gives both the global maximum and its uniqueness. The proof compares $s$ with $t$ on the rising or the falling side.

```lean
/-- Among positive steps the diffusion speed has exactly one maximizer; it lies between `2` and
`2√2`, and the acceptance there lies between `0.20` and `0.25`. -/
theorem optimal_step : ∃ t ∈ Ioo 2 (2 * √2), (1 / 5 < acceptance t ∧ acceptance t < 1 / 4) ∧
    ∀ s, 0 < s → s ≠ t → diffusionSpeed s < diffusionSpeed t := by
  obtain ⟨t, ht, h0, hm, ha⟩ := speed_unimodal
  refine ⟨t, ht, acceptance_window ht h0, fun s hs hne => ?_⟩
  rcases lt_or_gt_of_ne hne with h | h
  · exact hm ⟨hs.le, h.le⟩ ⟨by linarith [ht.1], le_rfl⟩ h
  · exact ha (mem_Ici.2 le_rfl) (mem_Ici.2 (le_of_lt h)) h
```

Q: So what of the habit of tuning to one half?

A: A positive step with $A(s)=1/2$ cannot be $t$, so it is strictly slower than $t$, whose acceptance is below one quarter. Such a step does exist, because $A$ falls continuously from 1 at $s=0$ towards 0.

```lean
/-- A positive step tuned to acceptance one half diffuses strictly more slowly than some positive
step whose acceptance is below one quarter. -/
theorem half_acceptance_suboptimal {s : ℝ} (hs : 0 < s) (h : acceptance s = 1 / 2) :
    ∃ t, 0 < t ∧ acceptance t < 1 / 4 ∧ diffusionSpeed s < diffusionSpeed t := by
  obtain ⟨t, ht, hA, hmax⟩ := optimal_step
  have hne : s ≠ t := by
    intro e
    rw [e] at h
    linarith [hA.2]
  exact ⟨t, by linarith [ht.1], hA.2, hmax s hs hne⟩

end

end MetropolisScaling
```

```lean
#print axioms MetropolisScaling.optimal_step
-- 'MetropolisScaling.optimal_step' depends on axioms: [propext, Classical.choice, Quot.sound]
#print axioms MetropolisScaling.half_acceptance_suboptimal
-- 'MetropolisScaling.half_acceptance_suboptimal' depends on axioms: [propext, Classical.choice, Quot.sound]
```

Q: Where would I meet $s$ in a variational Monte Carlo run?

A: An all-electron move proposes $R'=R+\sigma\xi$, with independent standard normal components in $\xi$, and accepts with probability $\min(1,|\Psi(R')|^2/|\Psi(R)|^2)$. For a real trial function $\Psi$, the scaled step is
$$s=2\sigma\sqrt{\langle|\nabla\Psi/\Psi|^2\rangle},$$
averaged over $|\Psi|^2$. At the fastest step, $s=t$, the product of $\sigma$ and the root-mean-square of $|\nabla\Psi/\Psi|$ therefore lies between $1$ and $\sqrt2$. If the formulas for $A$ and for the speed both hold for the run and half the moves are accepted, then $s<t$, and lengthening $\sigma$ until $s=t$ makes the walk diffuse faster.

Q: My electrons are correlated, and they are not identical coordinates.

A: Then the formula for $A$ is an approximation whose quality depends on your system. For all-electron sampling the result argues against a target of one half to the extent that this high-dimensional limit describes the walk; it says nothing about moving one electron at a time.
